# Shift rules for powers of ladder operators

If \([J_z,J_\pm]=\pm J_\pm\), a polynomial in \(J_z\) moves to the right past \(J_\pm^k\) when its argument is shifted by \(\pm k\). Here \(J_z, J_+, J_-\) are elements `Jz`, `Jp`, `Jm` of an associative unital complex algebra \(A\) (`[Ring A] [Algebra ℂ A]`), with \(\hbar = 1\). No inner product, adjoint, finite dimension or relation \([J_+,J_-]=2J_z\) is assumed. Functions of \(J_z\) are polynomials: for \(p\) in `ℂ[X]`, `aeval x p` is \(p(x)\in A\). Exponentials such as rotation operators and unbounded operators with domains are not covered.

In Lean 4 with Mathlib:

```lean
import Mathlib

open Polynomial

namespace LadderShiftRules

noncomputable section

variable {A : Type*} [Ring A] [Algebra ℂ A]
```

The commutator is \([x,y]=xy-yx\).

```lean
/-- The commutator `[x, y] = x y - y x`. -/
def comm {R : Type*} [Ring R] (x y : R) : R := x * y - y * x
```

## Intertwining

Let \(a,b,L\in A\) satisfy \(aL=Lb\). Moving \(L\) through one factor at a time gives \(a^nL=Lb^n\) for every natural \(n\), and both sides of \(p(a)L=L\,p(b)\) are linear in \(p\). The proof splits in the same way: the `add` case is linearity, and the `monomial` case takes the power identity from `hs.pow_right n` and pulls out the coefficient `r`.

```lean
/-- If `a L = L b`, then `p(a) L = L p(b)` for every complex polynomial `p`. -/
theorem aeval_intertwine {a b L : A} (h : a * L = L * b) (p : ℂ[X]) :
    aeval a p * L = L * aeval b p := by
  have hs : SemiconjBy L b a := h.symm
  induction p using Polynomial.induction_on' with
  | add p q hp hq => rw [map_add, map_add, add_mul, mul_add, hp, hq]
  | monomial n r =>
    have e : L * b ^ n = a ^ n * L := (hs.pow_right n).eq
    simp only [aeval_monomial, ← Algebra.smul_def, smul_mul_assoc, mul_smul_comm, e]
```

## Weights add

Say that \(L\) has weight \(c\in\mathbb C\) if \([J_z,L]=cL\). If also \(M\) has weight \(d\), then
\[ [J_z,LM]=[J_z,L]M+L[J_z,M]=(c+d)LM. \]
The two `calc` lines are these two equalities.

```lean
/-- If `[Jz, L] = c L` and `[Jz, M] = d M`, then `[Jz, L M] = (c + d) L M`. -/
theorem comm_mul {Jz L M : A} {c d : ℂ} (hL : comm Jz L = c • L) (hM : comm Jz M = d • M) :
    comm Jz (L * M) = (c + d) • (L * M) := by
  unfold comm at *
  -- Leibniz rule for the commutator
  calc Jz * (L * M) - L * M * Jz
      = (Jz * L - L * Jz) * M + L * (Jz * M - M * Jz) := by noncomm_ring
    _ = (c + d) • (L * M) := by rw [hL, hM, smul_mul_assoc, mul_smul_comm, add_smul]
```

For natural \(k\), induction gives \([J_z,L^k]=kc\,L^k\). At \(k=0\) this reads \([J_z,1]=0\), and the step writes \(L^{k+1}=L^kL\) with weights \(kc\) and \(c\).

```lean
/-- If `[Jz, L] = c L`, then `[Jz, L^k] = k c L^k` for every natural `k`. -/
theorem comm_pow {Jz L : A} {c : ℂ} (h : comm Jz L = c • L) (k : ℕ) :
    comm Jz (L ^ k) = ((k : ℂ) * c) • L ^ k := by
  induction k with
  | zero => simp [comm]
  | succ k ih =>
    have e : ((k + 1 : ℕ) : ℂ) * c = (k : ℂ) * c + c := by push_cast; ring
    rw [pow_succ, comm_mul ih h, e]
```

## Weight and shift are equivalent

The relation \([J_z,L]=cL\) rearranges to \(J_zL=L(J_z+c)\), where \(c\) stands for \(c\cdot1\), written `algebraMap ℂ A c`. Intertwining with \(a=J_z\), \(b=J_z+c\) yields \(p(J_z)L=L\,p(J_z+c)\) for all \(p\). Conversely, \(p=X\) returns the commutator, which is the step `h X`.

```lean
/-- The relation `[Jz, L] = c L` holds exactly when `p(Jz) L = L p(Jz + c)` for all complex
polynomials `p`. -/
theorem shift_iff (Jz L : A) (c : ℂ) :
    comm Jz L = c • L ↔
      ∀ p : ℂ[X], aeval Jz p * L = L * aeval (Jz + algebraMap ℂ A c) p := by
  unfold comm
  constructor
  · intro h p
    apply aeval_intertwine
    rw [mul_add, Algebra.algebraMap_eq_smul_one, mul_smul_comm, mul_one, ← h]
    abel
  · intro h
    -- the linear polynomial `p = X` recovers the commutator
    have h1 := h X
    rw [aeval_X, aeval_X, mul_add, Algebra.algebraMap_eq_smul_one, mul_smul_comm,
      mul_one] at h1
    rw [h1]
    abel
```

## The shift rules

Assume \([J_z,J_+]=J_+\) and \([J_z,J_-]=-J_-\), the hypotheses `hp` and `hm`. Then \(J_\pm^k\) has weight \(\pm k\), so for every \(p\) and \(k\)
\[ p(J_z)J_+^k=J_+^k\,p(J_z+k),\qquad p(J_z)J_-^k=J_-^k\,p(J_z-k). \]
The term `(k : A)` is \(k\cdot1\); `ep` and `em` identify it and its negative with the images of the weights. Each half uses only its own hypothesis. For \(k=0\) both sides are \(p(J_z)\). The sign of the shift depends on the side, which invites a slip: for \(p=X\), \(k=1\) the rule is \(J_zJ_+=J_+(J_z+1)\), and read the other way it is \(J_+J_z=(J_z-1)J_+\).

```lean
/-- Shift rules: if `[Jz, J+] = J+` and `[Jz, J-] = -J-`, then `p(Jz) J+^k = J+^k p(Jz + k)` and
`p(Jz) J-^k = J-^k p(Jz - k)` for every complex polynomial `p` and natural `k`. -/
theorem shift_rules {Jz Jp Jm : A} (hp : comm Jz Jp = Jp) (hm : comm Jz Jm = -Jm)
    (p : ℂ[X]) (k : ℕ) :
    aeval Jz p * Jp ^ k = Jp ^ k * aeval (Jz + (k : A)) p ∧
      aeval Jz p * Jm ^ k = Jm ^ k * aeval (Jz - (k : A)) p := by
  have hp' : comm Jz Jp = (1 : ℂ) • Jp := by rw [one_smul]; exact hp
  have hm' : comm Jz Jm = (-1 : ℂ) • Jm := by rw [neg_smul, one_smul]; exact hm
  have ep : algebraMap ℂ A ((k : ℂ) * 1) = (k : A) := by simp
  have em : algebraMap ℂ A ((k : ℂ) * -1) = -(k : A) := by simp
  have h1 := (shift_iff _ _ _).1 (comm_pow hp' k) p
  have h2 := (shift_iff _ _ _).1 (comm_pow hm' k) p
  rw [ep] at h1
  rw [em, ← sub_eq_add_neg] at h2
  exact ⟨h1, h2⟩
```

For natural numbers \(a,b\) the product \(J_+^aJ_-^b\) has weight \(a-b\), so
\[ p(J_z)J_+^aJ_-^b=J_+^aJ_-^b\,p(J_z+a-b). \]
The exponents are cast separately in `Jz + (a : A) - (b : A)`. Subtracting in \(\mathbb N\) first would truncate \(a-b\) at zero and give the wrong shift for \(b>a\).

```lean
/-- If `[Jz, J+] = J+` and `[Jz, J-] = -J-`, then
`p(Jz) J+^a J-^b = J+^a J-^b p(Jz + a - b)` for all natural `a`, `b`. -/
theorem shift_mixed {Jz Jp Jm : A} (hp : comm Jz Jp = Jp) (hm : comm Jz Jm = -Jm)
    (p : ℂ[X]) (a b : ℕ) :
    aeval Jz p * (Jp ^ a * Jm ^ b) =
      Jp ^ a * Jm ^ b * aeval (Jz + (a : A) - (b : A)) p := by
  have hp' : comm Jz Jp = (1 : ℂ) • Jp := by rw [one_smul]; exact hp
  have hm' : comm Jz Jm = (-1 : ℂ) • Jm := by rw [neg_smul, one_smul]; exact hm
  have e : algebraMap ℂ A ((a : ℂ) * 1 + (b : ℂ) * -1) = (a : A) - (b : A) := by
    simp [sub_eq_add_neg]
  have h := (shift_iff _ _ _).1 (comm_mul (comm_pow hp' a) (comm_pow hm' b)) p
  rwa [e, ← add_sub_assoc] at h
```

## Action on eigenvectors

Now \(A\) is `Module.End ℂ V`, the everywhere-defined linear maps on a complex vector space \(V\). If such a map \(T\) satisfies \(Tv=\mu v\) for \(v\in V\) and \(\mu\in\mathbb C\), then \(T^nv=\mu^nv\) (`hn`), and linearity gives \(p(T)v=p(\mu)v\).

```lean
/-- If a linear operator satisfies `T v = μ v`, then `p(T) v = p(μ) v`. -/
theorem aeval_eigen {V : Type*} [AddCommGroup V] [Module ℂ V] (T : Module.End ℂ V) (μ : ℂ)
    (v : V) (h : T v = μ • v) (p : ℂ[X]) : aeval T p v = p.eval μ • v := by
  have hn : ∀ n : ℕ, (T ^ n) v = μ ^ n • v := by
    intro n
    induction n with
    | zero => simp
    | succ n ih =>
      rw [pow_succ T n, Module.End.mul_apply, h, map_smul, ih, smul_smul, pow_succ' μ n]
  induction p using Polynomial.induction_on' with
  | add p q hp hq => rw [map_add, LinearMap.add_apply, hp, hq, eval_add, add_smul]
  | monomial n r =>
    rw [aeval_monomial, ← Algebra.smul_def, LinearMap.smul_apply, hn, eval_monomial, smul_smul]
```

Let \(J_zv=mv\) with \(m\) any complex number. Then \((J_z\pm k)v=(m\pm k)v\), which are `e1` and `e2`, and applying the shift rules to \(v\) gives
\[ p(J_z)J_\pm^kv=J_\pm^k\,p(J_z\pm k)v=p(m\pm k)\,J_\pm^kv. \]
The vector \(J_\pm^kv\) may be zero, and the theorem fixes neither its norm nor the allowed values of \(m\). In calculations with everywhere-defined angular momentum operators, such as finite spin matrices, this replaces the action of \(p(J_z)\) on \(J_\pm^kv\) by multiplication with the number \(p(m\pm k)\), so no power of \(J_z\) has to be formed.

```lean
/-- For operators with `[Jz, J±] = ±J±` and a vector with `Jz v = m v`, one has
`p(Jz) J+^k v = p(m + k) J+^k v` and `p(Jz) J-^k v = p(m - k) J-^k v`. -/
theorem shift_eigenvector {V : Type*} [AddCommGroup V] [Module ℂ V]
    {Jz Jp Jm : Module.End ℂ V} (hp : comm Jz Jp = Jp) (hm : comm Jz Jm = -Jm)
    {m : ℂ} {v : V} (hv : Jz v = m • v) (p : ℂ[X]) (k : ℕ) :
    aeval Jz p ((Jp ^ k) v) = p.eval (m + k) • (Jp ^ k) v ∧
      aeval Jz p ((Jm ^ k) v) = p.eval (m - k) • (Jm ^ k) v := by
  have hk : (k : Module.End ℂ V) v = (k : ℂ) • v := by
    simp [Module.End.natCast_apply, Nat.cast_smul_eq_nsmul]
  have e1 : (Jz + (k : Module.End ℂ V)) v = (m + k) • v := by
    rw [LinearMap.add_apply, hv, hk, add_smul]
  have e2 : (Jz - (k : Module.End ℂ V)) v = (m - k) • v := by
    rw [LinearMap.sub_apply, hv, hk, sub_smul]
  -- apply the operator identities to `v`
  have h1 := LinearMap.congr_fun (shift_rules hp hm p k).1 v
  have h2 := LinearMap.congr_fun (shift_rules hp hm p k).2 v
  simp only [Module.End.mul_apply] at h1 h2
  rw [aeval_eigen _ _ v e1 p, map_smul] at h1
  rw [aeval_eigen _ _ v e2 p, map_smul] at h2
  exact ⟨h1, h2⟩
```

## Termination of the ladder

Back in general \(A\), let \(L\) have weight \(c\), let \(p(J_z)=0\), and suppose that \(p(z+kc)\neq0\) for every root \(z\) of \(p\) (`hroot`). Put \(q(X)=p(X+kc)\), the `p.comp` term. The shift rule gives \(L^kq(J_z)=p(J_z)L^k=0\), which is `h1`. By `hroot`, \(p\) and \(q\) share no root (`hz`), so over the algebraically closed field \(\mathbb C\) they are coprime (`hc`): there are polynomials \(a,b\) with \(pa+qb=1\). Evaluating at \(J_z\) and using \(p(J_z)=0\) leaves \(q(J_z)b(J_z)=1\) (`h2`), hence
\[ L^k=L^kq(J_z)\,b(J_z)=0. \]
The annihilating polynomial is a hypothesis and is not derived from the commutation relations. At \(k=0\), `hroot` forces \(p\) to be a nonzero constant, and \(p(J_z)=0\) then means \(1=0\) in \(A\), in agreement with the conclusion \(L^0=0\).

```lean
/-- If `[Jz, L] = c L`, `p(Jz) = 0`, and `z + k c` is not a root of `p` for any root `z` of `p`,
then `L^k = 0`. -/
theorem ladder_pow_eq_zero {Jz L : A} {c : ℂ} (h : comm Jz L = c • L) {p : ℂ[X]}
    (hp : aeval Jz p = 0) (k : ℕ)
    (hroot : ∀ z : ℂ, p.eval z = 0 → p.eval (z + k * c) ≠ 0) : L ^ k = 0 := by
  -- the shift rule gives `L^k p(Jz + k c) = 0`
  have h1 : L ^ k * aeval Jz (p.comp (X + C ((k : ℂ) * c))) = 0 := by
    simp only [aeval_comp, map_add, aeval_X, aeval_C]
    rw [← (shift_iff _ _ _).1 (comm_pow h k) p, hp, zero_mul]
  have hz : ∀ z : ℂ, aeval z p ≠ 0 ∨ aeval z (p.comp (X + C ((k : ℂ) * c))) ≠ 0 := by
    intro z
    by_cases h0 : p.eval z = 0
    · right
      simpa [eval_comp] using hroot z h0
    · left
      simpa using h0
  have hc : IsCoprime p (p.comp (X + C ((k : ℂ) * c))) := by
    first
      | exact (Polynomial.isCoprime_iff_aeval_ne_zero_of_isAlgClosed ℂ _ _).2 hz
      | exact (Polynomial.isCoprime_iff_aeval_ne_zero_of_isAlgClosed ℂ ℂ _ _).2 hz
  -- a Bezout identity makes `p(Jz + k c)` invertible
  obtain ⟨a, b, hab⟩ := hc
  rw [mul_comm a, mul_comm b] at hab
  have h2 : aeval Jz p * aeval Jz a
      + aeval Jz (p.comp (X + C ((k : ℂ) * c))) * aeval Jz b = 1 := by
    rw [← map_mul, ← map_mul, ← map_add, hab, map_one]
  rw [hp, zero_mul, zero_add] at h2
  rw [← mul_one (L ^ k), ← h2, ← mul_assoc, h1, zero_mul]
```

## Spin 1

The indices \(0,1,2\) of `Fin 3` label orthonormal states with \(m=1,0,-1\).

```lean
/-- The spin-1 matrix `Jz = diag(1, 0, -1)`. -/
def spinJz : Matrix (Fin 3) (Fin 3) ℂ := !![1, 0, 0; 0, 0, 0; 0, 0, -1]
```

The raising matrix has \(\sqrt2\) in entries \((0,1)\) and \((1,2)\), the value of \(\sqrt{j(j+1)-m(m+1)}\) for spin \(j=1\) and \(m=0,-1\).

```lean
/-- The spin-1 raising matrix, with `√2` above the diagonal. -/
def spinJp : Matrix (Fin 3) (Fin 3) ℂ :=
  !![0, (Real.sqrt 2 : ℝ), 0; 0, 0, (Real.sqrt 2 : ℝ); 0, 0, 0]
```

The lowering matrix is its transpose.

```lean
/-- The spin-1 lowering matrix, with `√2` below the diagonal. -/
def spinJm : Matrix (Fin 3) (Fin 3) ℂ :=
  !![0, 0, 0; (Real.sqrt 2 : ℝ), 0, 0; 0, (Real.sqrt 2 : ℝ), 0]
```

The last theorem states five facts: both commutation relations, \(J_+^2\neq0\), \(J_z^3-J_z=0\), and that \(z+3\) is not a root of \(X^3-X\) when \(z\) is. The matrix identities are checked entry by entry, and \(J_+^2\neq0\) is read from entry \((0,2)\), which equals \(\sqrt2\cdot\sqrt2=2\). The roots \(0,1,-1\) come from the factorisation `h0` and shift to \(3,4,2\). These facts supply the hypotheses of `ladder_pow_eq_zero` for \(L=J_+\), \(c=1\), \(k=3\); the resulting \(J_+^3=0\) is not stated as a theorem in the file. They also show what happens without `hroot`: for \(k=2\) the other hypotheses still hold, the root \(-1\) shifts to the root \(1\), and \(J_+^2\neq0\).

```lean
/-- The spin-1 matrices obey `[Jz, J±] = ±J±` with `J+^2 ≠ 0`; `Jz` is annihilated by
`X^3 - X`, and no root of `X^3 - X` shifted by 3 is again a root. -/
theorem spin_one_witness :
    comm spinJz spinJp = spinJp ∧ comm spinJz spinJm = -spinJm ∧ spinJp ^ 2 ≠ 0 ∧
      aeval spinJz (X ^ 3 - X : ℂ[X]) = 0 ∧
      ∀ z : ℂ, (X ^ 3 - X : ℂ[X]).eval z = 0 → (X ^ 3 - X : ℂ[X]).eval (z + 3) ≠ 0 := by
  refine ⟨?_, ?_, ?_, ?_, ?_⟩
  · ext i j
    fin_cases i <;> fin_cases j <;>
      simp [comm, spinJz, spinJp]
  · ext i j
    fin_cases i <;> fin_cases j <;>
      simp [comm, spinJz, spinJm]
  · intro h
    have h02 := congrFun (congrFun h 0) 2
    simp [spinJp, pow_two, Matrix.mul_apply, Fin.sum_univ_succ] at h02
  · simp only [map_sub, map_pow, aeval_X]
    rw [pow_three]
    ext i j
    fin_cases i <;> fin_cases j <;> simp [spinJz]
  · intro z hz
    simp only [eval_sub, eval_pow, eval_X] at hz ⊢
    have h0 : z * ((z - 1) * (z + 1)) = 0 := by linear_combination hz
    rcases mul_eq_zero.1 h0 with h | h
    · rw [h]; norm_num
    · rcases mul_eq_zero.1 h with h | h
      · rw [sub_eq_zero.1 h]; norm_num
      · rw [eq_neg_of_add_eq_zero_left h]; norm_num

end

end LadderShiftRules
```

```lean
#print axioms LadderShiftRules.shift_rules
-- 'LadderShiftRules.shift_rules' depends on axioms: [propext, Classical.choice, Quot.sound]
#print axioms LadderShiftRules.shift_mixed
-- 'LadderShiftRules.shift_mixed' depends on axioms: [propext, Classical.choice, Quot.sound]
#print axioms LadderShiftRules.shift_eigenvector
-- 'LadderShiftRules.shift_eigenvector' depends on axioms: [propext, Classical.choice, Quot.sound]
#print axioms LadderShiftRules.ladder_pow_eq_zero
-- 'LadderShiftRules.ladder_pow_eq_zero' depends on axioms: [propext, Classical.choice, Quot.sound]
```
